# Zero-sum bond assignments on a finite connected cation–anion network form a space of dimension E − V + 1

In a connected network of V atoms, each a cation or an anion, and E bonds, each joining a cation to an anion, with V and E finite, the real bond assignments that sum to zero at every atom form a space of dimension E − V + 1. This is also the least number of further linear equations that leave zero as the only assignment of this kind.

The bond valence model gives each bond b a valence s(b) and requires the valences at an atom to add up to the valence of that atom. Two solutions for the same atomic valences differ by a zero-sum assignment, so the dimension counts what the sum rule leaves undetermined. Here V counts atoms; it does not denote a valence.

```lean
import Mathlib

open Matrix Module

namespace ValenceSumFreedom

noncomputable section
```

## Bonds and connectivity

The types `C`, `A` and `B` contain the cations, anions and bonds. Each bond has one cation end and one anion end. Several bonds may join the same pair, as happens in a crystal when translationally equivalent atoms are identified.

```lean
/-- A bond network: every bond in `B` joins one cation in `C` to one anion in `A`.
Several bonds may join the same pair of atoms. -/
structure BondNetwork (C A B : Type*) where
  /-- The cation end of a bond. -/
  cation : B → C
  /-- The anion end of a bond. -/
  anion : B → A
```

The atoms together form `C ⊕ A`, where `Sum.inl` marks a cation and `Sum.inr` an anion. Parallel bonds give a single adjacency in the graph but count separately in E. Connectedness includes the condition V ≥ 1.

```lean
namespace BondNetwork

variable {C A B : Type*} (N : BondNetwork C A B)

/-- The graph on all atoms in which two atoms are adjacent when some bond joins them. -/
def graph : SimpleGraph (C ⊕ A) :=
  SimpleGraph.fromRel fun x y =>
    ∃ b, x = Sum.inl (N.cation b) ∧ y = Sum.inr (N.anion b)
```

## Weights that cancel across every bond

Give each atom v a weight u(v) such that, for every bond between a cation c and an anion a,

u(c) + u(a) = 0.

Put w(c) = u(c) and w(a) = −u(a). Then w(c) = w(a) across each bond, so w is constant along every walk. By connectedness it has one value t everywhere:

u(c) = t, u(a) = −t.

Conversely, such weights cancel on every bond. In the proof, `step` treats one bond, `walk` is the induction along a walk, and `const` uses connectedness.

```lean
/-- In a connected network, atomic weights cancel across every bond exactly when all cations
carry one common weight and all anions carry its negative. -/
theorem weights_cancel_iff (hN : N.graph.Connected) (u : C ⊕ A → ℝ) :
    (∀ b, u (Sum.inl (N.cation b)) + u (Sum.inr (N.anion b)) = 0) ↔
      ∃ t : ℝ, (∀ c, u (Sum.inl c) = t) ∧ ∀ a, u (Sum.inr a) = -t := by
  constructor
  · intro h
    -- the weight with its sign reversed on anions is constant along walks
    let w : C ⊕ A → ℝ := Sum.elim (fun c => u (Sum.inl c)) (fun a => -u (Sum.inr a))
    have step : ∀ x y, N.graph.Adj x y → w x = w y := by
      intro x y hxy
      rw [graph, SimpleGraph.fromRel_adj] at hxy
      rcases hxy.2 with ⟨b, rfl, rfl⟩ | ⟨b, rfl, rfl⟩
      · change u (Sum.inl (N.cation b)) = -u (Sum.inr (N.anion b))
        linarith [h b]
      · change -u (Sum.inr (N.anion b)) = u (Sum.inl (N.cation b))
        linarith [h b]
    have walk : ∀ x y, N.graph.Walk x y → w x = w y := by
      intro x y p
      induction p with
      | nil => rfl
      | cons hadj _ ih => exact (step _ _ hadj).trans ih
    obtain ⟨v⟩ := hN.nonempty
    have const : ∀ x, w x = w v := fun x => by
      obtain ⟨p⟩ := hN.preconnected x v
      exact walk x v p
    refine ⟨w v, fun c => const (Sum.inl c), fun a => ?_⟩
    have ha : -u (Sum.inr a) = w v := const (Sum.inr a)
    linarith
  · rintro ⟨t, hc, ha⟩ b
    rw [hc, ha]
    ring
```

## The sum rules as a matrix

Let M be the V × E incidence matrix, with entry 1 where the atom is an end of the bond and 0 elsewhere.

```lean
variable [DecidableEq C] [DecidableEq A]

/-- The atom-bond incidence matrix: the entry is 1 if the atom is an end of the bond,
and 0 otherwise. -/
def incidence : Matrix (C ⊕ A) B ℝ :=
  Matrix.of fun v b => Sum.elim (fun c => if N.cation b = c then (1 : ℝ) else 0)
    (fun a => if N.anion b = a then (1 : ℝ) else 0) v
```

The zero-sum space is defined by the atomic sums themselves, which are preserved at zero by addition and scaling.

```lean
variable [Fintype B]

/-- The real bond assignments whose sum over the bonds at every cation and at every anion
is zero. -/
def zeroSum : Submodule ℝ (B → ℝ) where
  carrier := {s | (∀ c, ∑ b with N.cation b = c, s b = 0) ∧
    ∀ a, ∑ b with N.anion b = a, s b = 0}
  zero_mem' := by simp
  add_mem' := by
    rintro s t ⟨hs, hs'⟩ ⟨ht, ht'⟩
    exact ⟨fun c => by simp [Finset.sum_add_distrib, hs c, ht c],
      fun a => by simp [Finset.sum_add_distrib, hs' a, ht' a]⟩
  smul_mem' := by
    rintro r s ⟨hs, hs'⟩
    exact ⟨fun c => by simp [← Finset.mul_sum, hs c],
      fun a => by simp [← Finset.mul_sum, hs' a]⟩
```

Since

(M s)(v) = Σ s(b) over the bonds b at v,

the zero-sum assignments are exactly the solutions of M s = 0.

```lean
/-- The zero-sum bond assignments are the kernel of the incidence matrix. -/
theorem zeroSum_eq_ker : N.zeroSum = LinearMap.ker N.incidence.mulVecLin := by
  ext s
  rw [LinearMap.mem_ker, Matrix.mulVecLin_apply, funext_iff, Sum.forall]
  change ((∀ c, ∑ b with N.cation b = c, s b = 0) ∧
    ∀ a, ∑ b with N.anion b = a, s b = 0) ↔ _
  simp [incidence, Matrix.mulVec, dotProduct, Finset.sum_filter]
```

The transpose acts on atomic weights by

(Mᵀu)(b) = u(cation of b) + u(anion of b).

By the result on weights, its kernel consists of the multiples of σ, which is +1 on cations and −1 on anions. As there is at least one atom, σ ≠ 0 and the kernel has dimension 1. Rank–nullity gives

rank M = rank Mᵀ = V − 1.

The one redundancy comes from counting: the cation sums and the anion sums each count every bond once, so their totals agree.

```lean
variable [Fintype C] [Fintype A]

/-- In a connected network the number of independent atomic sum rules is one less than the
number of atoms. -/
theorem rank_incidence (hN : N.graph.Connected) :
    N.incidence.rank + 1 = Fintype.card C + Fintype.card A := by
  let σ : C ⊕ A → ℝ := Sum.elim (fun _ => 1) (fun _ => -1)
  have hσ : σ ≠ 0 := by
    intro h
    obtain ⟨v⟩ := hN.nonempty
    have hv := congrFun h v
    cases v <;> simp [σ] at hv
  -- the only dependence between the sum rules is cation total minus anion total
  have hker : LinearMap.ker N.incidenceᵀ.mulVecLin = Submodule.span ℝ {σ} := by
    ext u
    have hu : N.incidenceᵀ.mulVecLin u = 0 ↔
        ∀ b, u (Sum.inl (N.cation b)) + u (Sum.inr (N.anion b)) = 0 := by
      rw [funext_iff]
      simp [incidence, Matrix.vecMul, dotProduct, Fintype.sum_sum_type]
    rw [LinearMap.mem_ker, hu, N.weights_cancel_iff hN, Submodule.mem_span_singleton]
    constructor
    · rintro ⟨t, hc, ha⟩
      refine ⟨t, funext fun v => ?_⟩
      cases v <;> simp [σ, hc, ha]
    · rintro ⟨t, rfl⟩
      exact ⟨t, fun c => by simp [σ], fun a => by simp [σ]⟩
  have h := LinearMap.finrank_range_add_finrank_ker N.incidenceᵀ.mulVecLin
  rw [hker, finrank_span_singleton hσ, Module.finrank_fintype_fun_eq_card,
    Fintype.card_sum] at h
  change N.incidenceᵀ.rank + 1 = _ at h
  rwa [Matrix.rank_transpose] at h
```

Rank–nullity for M now gives

dim ker M = E − (V − 1) = E − V + 1.

The Lean equation is stated in the integers, so the subtraction is the ordinary one. Without connectedness the formula can fail: two separate cation–anion pairs with one bond each have E = 2 and V = 4, so it would give −1, while the true dimension is 0.

```lean
/-- **Degrees of freedom left by the valence sum rule.** In a connected network with `E` bonds
and `V` atoms, the zero-sum bond assignments form a space of dimension `E - V + 1`. -/
theorem finrank_zeroSum (hN : N.graph.Connected) :
    (finrank ℝ N.zeroSum : ℤ) =
      Fintype.card B - (Fintype.card C + Fintype.card A) + 1 := by
  have h := LinearMap.finrank_range_add_finrank_ker N.incidence.mulVecLin
  rw [← N.zeroSum_eq_ker, Module.finrank_fintype_fun_eq_card] at h
  change N.incidence.rank + _ = _ at h
  have hr := N.rank_incidence hN
  omega
```

## How many loop equations

Let L collect k further linear expressions in the bond valences. If L s = 0 forces s = 0 on the zero-sum space, then L is injective there, and so

E − V + 1 ≤ k.

```lean
/-- In a connected network, if `k` further linear equations leave zero as the only zero-sum
bond assignment that satisfies them, then `k` is at least `E - V + 1`. -/
theorem equations_needed (hN : N.graph.Connected) {k : ℕ}
    (L : (B → ℝ) →ₗ[ℝ] (Fin k → ℝ)) (hL : ∀ s ∈ N.zeroSum, L s = 0 → s = 0) :
    (Fintype.card B : ℤ) - (Fintype.card C + Fintype.card A) + 1 ≤ k := by
  have hinj : Function.Injective (L.comp N.zeroSum.subtype) :=
    (injective_iff_map_eq_zero _).2 fun s hs => Subtype.ext (hL s.1 s.2 hs)
  have h := LinearMap.finrank_le_finrank_of_injective hinj
  rw [Module.finrank_fin_fun] at h
  rw [← N.finrank_zeroSum hN]
  exact_mod_cast h
```

To reach this bound, take a basis z₁, …, z_k of the zero-sum space and impose zᵢ · s = 0. If s is itself zero-sum, it is a combination of the zᵢ, so s · s = 0 and s = 0.

A loop equation has this form: coefficients alternating between +1 and −1 around a ring sum to zero at each atom. The theorem provides zero-sum coefficients, but does not say that each set comes from a single ring.

```lean
/-- In a connected network, `E - V + 1` further equations suffice: their coefficients can be
chosen as zero-sum assignments so that only zero satisfies them and the zero-sum rule. -/
theorem equations_suffice (hN : N.graph.Connected) :
    ∃ k : ℕ, (k : ℤ) = Fintype.card B - (Fintype.card C + Fintype.card A) + 1 ∧
      ∃ z : Fin k → B → ℝ, (∀ i, z i ∈ N.zeroSum) ∧
        ∀ s ∈ N.zeroSum, (∀ i, z i ⬝ᵥ s = 0) → s = 0 := by
  let β := Module.finBasis ℝ N.zeroSum
  refine ⟨finrank ℝ N.zeroSum, N.finrank_zeroSum hN, fun i => (β i : B → ℝ),
    fun i => (β i).2, fun s hs h => ?_⟩
  -- pairing with s vanishes on a basis, hence on s itself
  let φ : N.zeroSum →ₗ[ℝ] ℝ :=
    { toFun := fun x => (x : B → ℝ) ⬝ᵥ s
      map_add' := fun x y => add_dotProduct _ _ _
      map_smul' := fun r x => smul_dotProduct _ _ _ }
  have hφ : φ = 0 := β.ext fun i => h i
  have hss : s ⬝ᵥ s = 0 := LinearMap.congr_fun hφ ⟨s, hs⟩
  exact dotProduct_self_eq_zero.1 hss

end BondNetwork
```

On a finite, connected cation–anion network, E − V + 1 is thus the least number of linear equations that, added to consistent atomic sum rules, can single out one set of bond valences. That a real crystal's bond valences obey the sum rule and the loop equations is a separate, empirical assumption.

## Rock salt

In the NaCl crystal each ion is bonded to six ions of the other kind. When translationally equivalent atoms are identified, one cation and one anion remain, joined by six bonds. So E = 6 and V = 2, leaving five degrees of freedom. With atomic valence 1, both atoms give the same rule:

s₁ + s₂ + s₃ + s₄ + s₅ + s₆ = 1.

Any two of the six bonds form a ring in this reduced network, although the corresponding path in the crystal ends at a translated copy of its first atom. The five loop equations s₁ = s₂, s₂ = s₃, …, s₅ = s₆ of the reduced network then give 6s₁ = 1, so each bond has valence 1/6.

```lean
/-- The bond network of one rock-salt formula unit: one cation and one anion joined by
six bonds. -/
def rockSalt : BondNetwork Unit Unit (Fin 6) := ⟨fun _ => (), fun _ => ()⟩
```

The single adjacency makes the network connected, and the general formula gives 6 − 2 + 1 = 5.

```lean
/-- The rock-salt network is connected, and its zero-sum bond assignments form a space of
dimension five. -/
theorem rockSalt_freedom :
    rockSalt.graph.Connected ∧ finrank ℝ rockSalt.zeroSum = 5 := by
  have hadj : rockSalt.graph.Adj (Sum.inl ()) (Sum.inr ()) := by
    rw [BondNetwork.graph, SimpleGraph.fromRel_adj]
    exact ⟨by simp, Or.inl ⟨0, rfl, rfl⟩⟩
  have hc : rockSalt.graph.Connected :=
    { preconnected := by
        rintro (u | u) (v | v)
        · exact SimpleGraph.Reachable.refl _
        · exact hadj.reachable
        · exact hadj.reachable.symm
        · exact SimpleGraph.Reachable.refl _
      nonempty := ⟨Sum.inl ()⟩ }
  refine ⟨hc, ?_⟩
  have h := rockSalt.finrank_zeroSum hc
  simp only [Fintype.card_unit, Fintype.card_fin] at h
  omega

end

end ValenceSumFreedom
```

```lean
#print axioms ValenceSumFreedom.BondNetwork.finrank_zeroSum
-- 'ValenceSumFreedom.BondNetwork.finrank_zeroSum' depends on axioms: [propext, Classical.choice, Quot.sound]
#print axioms ValenceSumFreedom.BondNetwork.equations_needed
-- 'ValenceSumFreedom.BondNetwork.equations_needed' depends on axioms: [propext, Classical.choice, Quot.sound]
#print axioms ValenceSumFreedom.BondNetwork.equations_suffice
-- 'ValenceSumFreedom.BondNetwork.equations_suffice' depends on axioms: [propext, Classical.choice, Quot.sound]
#print axioms ValenceSumFreedom.rockSalt_freedom
-- 'ValenceSumFreedom.rockSalt_freedom' depends on axioms: [propext, Classical.choice, Quot.sound]
```
